# Self-energy diagrams whose vertices and propagators anticommute with chirality contain no mass term

A multiple of the unit matrix in the self-energy of a massless electron would couple the two chiralities, as a mass term does. A momentum-independent divergence in it would call for a mass counterterm, for which the massless Lagrangian has no matching term. For any finite sum of diagrams whose vertices and propagator numerators anticommute with $\gamma_5$, no such multiple arises, and no multiple of $\gamma_5$ either. The argument is a count of signs.

In Lean 4 with Mathlib:

```lean
import Mathlib

open Matrix

namespace MasslessSelfEnergy

noncomputable section
```

## A fermion line as an ordered string

Let $g$ stand for $\gamma_5$, with $g^2=1$. An element $a$ anticommutes with $g$ when $ga=-ag$. The vector vertex $\gamma^\mu$, the axial vertex $\gamma^\mu\gamma_5$ and the massless numerator $\gamma^\mu k_\mu$ all do so. A scalar Yukawa vertex does not, and is therefore excluded.

```lean
/-- The element `a` anticommutes with the chirality element `g`. -/
def AntiCommutes {R : Type*} [Ring R] (g a : R) : Prop := g * a = -(a * g)
```

An open fermion line starts with a vertex $v$ and continues with pairs, each consisting of a propagator numerator and the next vertex. `gammaLine v L` lists these factors in order, so a list `L` of $N$ pairs describes a line with $N$ propagators.

```lean
/-- The factors along an open fermion line: a vertex `v`, followed by pairs
(propagator numerator, next vertex). -/
def gammaLine {R : Type*} (v : R) : List (R × R) → List R
  | [] => [v]
  | p :: L => v :: p.1 :: gammaLine p.2 L
```

The self-energy at a fixed external momentum is

$$\Sigma=\sum_i c_i\,\Gamma_i ,$$

where $\Gamma_i$ is the product along line $i$. The index $i$ runs over diagrams, Lorentz index values and the terms left after tensor reduction. The complex number $c_i$ holds everything that is not a Dirac matrix: couplings, propagator denominators, closed fermion loops and the regularised integral.

The finite sum takes this reduction as given. An alternative model would keep the matrix-valued loop integral. For an integrable regularised integrand, the anticommutation relation would pass through the integral by linearity, as it passes through the sum here.

```lean
/-- A self-energy: a finite sum of fermion lines weighted by scalar loop coefficients. -/
def selfEnergy {A ι : Type*} [Ring A] [Algebra ℂ A] [Fintype ι]
    (c : ι → ℂ) (v : ι → A) (L : ι → List (A × A)) : A :=
  ∑ i, c i • (gammaLine (v i) (L i)).prod
```

## Signs along the string

Let $P$ be a product of $n$ factors that each anticommute with $g$. Then

$$gP=(-1)^nPg .$$

For $n=0$ the product is $1$ and the claim is trivial. If it holds for $P$, and $a$ is one more anticommuting factor on the left, then

$$g(aP)=-a(gP)=-(-1)^n aPg=(-1)^{n+1}(aP)g .$$

The induction over the list follows this line. The case split on `neg_one_pow_eq_or` replaces $(-1)^n$ by $1$ or $-1$, which lets the sign move past $a$.

```lean
section Strings

variable {R : Type*} [Ring R] {g : R}

/-- Moving chirality through a string of `n` anticommuting factors gives the sign `(-1)^n`. -/
theorem chirality_mul_string (L : List R) (h : ∀ x ∈ L, AntiCommutes g x) :
    g * L.prod = (-1) ^ L.length * (L.prod * g) := by
  induction L with
  | nil => simp
  | cons a L ih =>
    have ha : g * a = -(a * g) := h a (by simp)
    have ih' := ih (fun x hx => h x (by simp [hx]))
    rw [List.prod_cons, List.length_cons]
    -- each factor passed contributes one sign
    calc g * (a * L.prod) = g * a * L.prod := by rw [mul_assoc]
      _ = -(a * (g * L.prod)) := by rw [ha, neg_mul, mul_assoc]
      _ = (-1) ^ (L.length + 1) * (a * L.prod * g) := by
        rw [ih', pow_succ]
        rcases neg_one_pow_eq_or R L.length with e | e <;> rw [e] <;> simp [mul_assoc]
```

The chirality projectors are $P_\pm=(1\pm g)/2$. In $\bar\psi\Sigma\psi$ the block $P_+\Sigma P_+$ couples $\bar\psi_L$ to $\psi_R$, because $\bar\psi P_+$ is the adjoint spinor of $P_-\psi$. The blocks with equal projectors on both sides are thus the ones that flip chirality. The code drops the factors of $\tfrac12$, so its blocks are four times the normalised ones.

If $S$ anticommutes with $g$, then $gS+Sg=0$ and $gSg=-Sg^2=-S$. Hence

$$(1+g)S(1+g)=S+gS+Sg+gSg=0 ,$$

and $(1-g)S(1-g)=S-gS-Sg+gSg=0$ in the same way. In the proof, `noncomm_ring` expands the products and `abel` cancels the terms. Nothing is divided by two, so the identity holds in every ring.

```lean
/-- An element that anticommutes with chirality has no chirality-flipping blocks. -/
theorem no_flip (hg : g * g = 1) {S : R} (h : AntiCommutes g S) :
    (1 + g) * S * (1 + g) = 0 ∧ (1 - g) * S * (1 - g) = 0 := by
  have h1 : g * S = -(S * g) := h
  have h2 : g * S * g = -S := by rw [h1, neg_mul, mul_assoc, hg, mul_one]
  constructor
  · calc (1 + g) * S * (1 + g) = S + g * S + S * g + g * S * g := by noncomm_ring
      _ = 0 := by rw [h2, h1]; abel
  · calc (1 - g) * S * (1 - g) = S - g * S - S * g + g * S * g := by noncomm_ring
      _ = 0 := by rw [h2, h1]; abel
```

For odd $n$ the sign $(-1)^n$ is $-1$, so $gP=-Pg$. The preceding result then applies to $P$ and gives $(1+g)P(1+g)=0$.

```lean
/-- A string with an odd number of anticommuting factors itself anticommutes with chirality. -/
theorem odd_string_antiCommutes (L : List R) (h : ∀ x ∈ L, AntiCommutes g x)
    (hodd : Odd L.length) : AntiCommutes g L.prod := by
  have e := chirality_mul_string L h
  rw [hodd.neg_one_pow, neg_one_mul] at e
  exact e
```

A line with $N$ propagators has $N+1$ vertices, hence $2N+1$ factors. In the smallest case, $N=0$, it is a single vertex. The one-loop self-energy has $N=1$ and three factors. The length is odd for every $N$.

```lean
omit [Ring R] in
/-- A fermion line with `N` propagators has `2N + 1` factors. -/
theorem gammaLine_length (v : R) (L : List (R × R)) :
    (gammaLine v L).length = 2 * L.length + 1 := by
  induction L generalizing v with
  | nil => rfl
  | cons p L ih =>
    have e := ih p.2
    simp only [gammaLine, List.length_cons]
    omega
```

Each line therefore anticommutes with $g$ as a whole. The proof passes the length $2N+1$ to the result on odd strings, and then checks by induction that every entry of the list is one of the given vertices or numerators.

```lean
/-- A fermion line whose vertices and propagators all anticommute with chirality
anticommutes with chirality as a whole. -/
theorem gammaLine_antiCommutes (v : R) (L : List (R × R)) (hv : AntiCommutes g v)
    (hL : ∀ p ∈ L, AntiCommutes g p.1 ∧ AntiCommutes g p.2) :
    AntiCommutes g (gammaLine v L).prod := by
  apply odd_string_antiCommutes _ _ ⟨L.length, gammaLine_length v L⟩
  induction L generalizing v with
  | nil => simpa [gammaLine] using hv
  | cons p L ih =>
    intro x hx
    simp only [gammaLine, List.mem_cons] at hx
    rcases hx with rfl | rfl | hx
    · exact hv
    · exact (hL p (by simp)).1
    · exact ih p.2 (hL p (by simp)).2 (fun q hq => hL q (by simp [hq])) x hx

end Strings
```

## Reading the masses from the flipping blocks

A general mass term is $m+m_5g$, with a scalar mass $m$ and a pseudoscalar mass $m_5$. Both may be complex, and both are values at the chosen external momentum. Add a part $S$ that anticommutes with $g$, such as the usual term proportional to the external slash matrix. Since $g(1\pm g)=\pm(1\pm g)$ and $(1\pm g)^2=2(1\pm g)$,

$$(1\pm g)(m+m_5g+S)(1\pm g)=2(m\pm m_5)(1\pm g).$$

With normalised projectors this reads $P_\pm(m+m_5g+S)P_\pm=(m\pm m_5)P_\pm$. The proof first removes $S$ with `no_flip`; `module` then compares the scalar coefficients.

```lean
section Mass

variable {A : Type*} [Ring A] [Algebra ℂ A] {g : A}

/-- The chirality-flipping blocks of `m + m₅ g + S`, with `S` anticommuting with `g`,
are fixed by the scalar and pseudoscalar masses `m` and `m₅` alone. -/
theorem flip_blocks_of_mass (hg : g * g = 1) {S : A} (hS : AntiCommutes g S) (m m₅ : ℂ) :
    (1 + g) * (m • (1 : A) + m₅ • g + S) * (1 + g) = (2 * (m + m₅)) • (1 + g) ∧
    (1 - g) * (m • (1 : A) + m₅ • g + S) * (1 - g) = (2 * (m - m₅)) • (1 - g) := by
  obtain ⟨h1, h2⟩ := no_flip hg hS
  constructor
  · rw [mul_add (1 + g) (m • (1 : A) + m₅ • g) S, add_mul _ ((1 + g) * S), h1, add_zero]
    simp only [mul_add, add_mul, mul_smul_comm, smul_mul_assoc, one_mul, mul_one, hg]
    module
  · rw [mul_add (1 - g) (m • (1 : A) + m₅ • g) S, add_mul _ ((1 - g) * S), h2, add_zero]
    simp only [mul_add, add_mul, mul_sub, sub_mul, mul_smul_comm, smul_mul_assoc,
      one_mul, mul_one, hg]
    module
```

The main theorem, `massless_selfEnergy_no_mass`, takes a complex algebra `A`, an element $g$ with $g^2=1$ and $g\neq\pm1$, and a finite family of lines whose factors all anticommute with $g$. Masslessness enters only through this last hypothesis. The theorem states that both flipping blocks of $\Sigma$ vanish, and that whenever $\Sigma=m+m_5g+S$ with $S$ anticommuting with $g$, then $m=m_5=0$.

By linearity,

$$g\Sigma=\sum_i c_i\,g\Gamma_i=-\sum_i c_i\,\Gamma_i g=-\Sigma g ,$$

so the blocks vanish. Comparison with the previous formula gives $2(m+m_5)(1+g)=0$ and $2(m-m_5)(1-g)=0$. Neither $1+g$ nor $1-g$ is zero, so $m+m_5=0$ and $m-m_5=0$, and both masses vanish. The condition $g\neq\pm1$ says that both chiralities are present. If $g$ were $1$, only the sum $m+m_5$ would have a meaning.

```lean
/-- No mass is generated: if `g * g = 1`, `g` is neither `1` nor `-1`, and all vertices and
propagators anticommute with `g`, the flipping blocks of the self-energy vanish, and so do the
masses `m` and `m₅` in any splitting of it into `m + m₅ g` and a part anticommuting with `g`. -/
theorem massless_selfEnergy_no_mass {ι : Type*} [Fintype ι]
    (hg : g * g = 1) (hg1 : g ≠ 1) (hg2 : g ≠ -1)
    (c : ι → ℂ) (v : ι → A) (L : ι → List (A × A))
    (hv : ∀ i, AntiCommutes g (v i))
    (hL : ∀ i, ∀ p ∈ L i, AntiCommutes g p.1 ∧ AntiCommutes g p.2) :
    ((1 + g) * selfEnergy c v L * (1 + g) = 0 ∧
      (1 - g) * selfEnergy c v L * (1 - g) = 0) ∧
    ∀ (m m₅ : ℂ) (S : A), AntiCommutes g S →
      selfEnergy c v L = m • (1 : A) + m₅ • g + S → m = 0 ∧ m₅ = 0 := by
  -- every diagram anticommutes with chirality, hence so does the sum
  have hT : AntiCommutes g (selfEnergy c v L) := by
    unfold AntiCommutes selfEnergy
    rw [Finset.mul_sum, Finset.sum_mul, ← Finset.sum_neg_distrib]
    refine Finset.sum_congr rfl fun i _ => ?_
    have e : g * (gammaLine (v i) (L i)).prod = -((gammaLine (v i) (L i)).prod * g) :=
      gammaLine_antiCommutes (v i) (L i) (hv i) (hL i)
    rw [mul_smul_comm, smul_mul_assoc, e, smul_neg]
  have hflip := no_flip hg hT
  refine ⟨hflip, fun m m₅ S hS hdec => ?_⟩
  -- the flipping blocks read off m + m₅ and m - m₅
  obtain ⟨k1, k2⟩ := flip_blocks_of_mass hg hS m m₅
  rw [← hdec, hflip.1] at k1
  rw [← hdec, hflip.2] at k2
  have n1 : 1 + g ≠ 0 := fun h => hg2 (eq_neg_of_add_eq_zero_right h)
  have n2 : 1 - g ≠ 0 := fun h => hg1 (sub_eq_zero.mp h).symm
  have e1 := (smul_eq_zero.mp k1.symm).resolve_right n1
  have e2 := (smul_eq_zero.mp k2.symm).resolve_right n2
  constructor
  · linear_combination (e1 + e2) / 4
  · linear_combination (e1 - e2) / 4
```

In perturbative QED with a massless electron, this removes the need for a mass counterterm in any finite set of diagrams, provided that the regularised vertices and propagator numerators still anticommute with $\gamma_5$. Lattice simulations with Wilson fermions break that condition through the Wilson term, and there the bare mass has to be tuned. Mass generation beyond finite sums of diagrams is not addressed.

## What a massive propagator changes

Replace the numerator $k$ between two vertices $v$ and $w$ by $k+m$, where $m$ is now the mass in the propagator. The string splits into

$$v(k+m)w=vkw+m\,vw .$$

The first term has three anticommuting factors and no flipping block. The second has two, so $vw$ commutes with $g$, and

$$(1+g)\,v(k+m)w\,(1+g)=m\,vw(1+g)^2=2m\,vw(1+g).$$

The normalised block is $m\,vwP_+$. It vanishes as $m\to0$, which recovers the massless case. The identity concerns the numerator alone; the denominator, which also depends on the mass, belongs to the loop coefficient. In the proof, `ho` treats the odd string, `he` the even one, and the final rewriting combines them.

```lean
/-- With a massive propagator numerator `k + m` between two vertices, where `k` and both vertices
anticommute with chirality, the `1 + g` flipping block of the one-loop string is proportional to
`m`. -/
theorem massive_flip (hg : g * g = 1) {v k w : A} (hv : AntiCommutes g v)
    (hk : AntiCommutes g k) (hw : AntiCommutes g w) (m : ℂ) :
    (1 + g) * (v * (k + m • (1 : A)) * w) * (1 + g) = (2 * m) • (v * w * (1 + g)) := by
  have ho : AntiCommutes g (v * k * w) := by
    have e := odd_string_antiCommutes (g := g) [v, k, w] (by simp [hv, hk, hw]) ⟨1, rfl⟩
    simpa [mul_assoc] using e
  have hv' : g * v = -(v * g) := hv
  have hw' : g * w = -(w * g) := hw
  -- the mass insertion leaves an even string, which commutes with chirality
  have he : g * (v * w) = v * w * g := by
    rw [← mul_assoc, hv', neg_mul, mul_assoc v g w, hw', mul_neg, neg_neg, mul_assoc v w g]
  have hc : (1 + g) * (v * w) = v * w * (1 + g) := by
    rw [add_mul, mul_add, he, one_mul, mul_one]
  have hsq : (1 + g) * (1 + g) = (2 : ℂ) • (1 + g) := by
    simp only [mul_add, add_mul, one_mul, mul_one, hg]
    module
  have hs : v * (k + m • (1 : A)) * w = v * k * w + m • (v * w) := by
    simp only [mul_add, add_mul, mul_smul_comm, smul_mul_assoc, mul_one]
  rw [hs, mul_add (1 + g) (v * k * w), add_mul ((1 + g) * (v * k * w)), (no_flip hg ho).1,
    zero_add, mul_smul_comm, smul_mul_assoc, hc, mul_assoc (v * w) (1 + g) (1 + g), hsq,
    mul_smul_comm, smul_smul, mul_comm m 2]

end Mass
```

## Dirac matrices in the chiral representation

The algebra so far is abstract. The $4\times4$ Dirac matrices realise it, and they are built from $2\times2$ blocks. For a four-vector $p$ with contravariant components $p_0,\dots,p_3$, indexed as in the code, and with the Pauli matrices $\sigma$, the first block is $p_0-\mathbf p\cdot\sigma$.

```lean
/-- The Weyl block `p₀ - p·σ`. -/
def weyl (p : Fin 4 → ℂ) : Matrix (Fin 2) (Fin 2) ℂ :=
  !![p 0 - p 3, Complex.I * p 2 - p 1; -p 1 - Complex.I * p 2, p 0 + p 3]
```

The second block has the opposite sign in front of the spatial part.

```lean
/-- The Weyl block `p₀ + p·σ`. -/
def weylBar (p : Fin 4 → ℂ) : Matrix (Fin 2) (Fin 2) ℂ :=
  !![p 0 + p 3, p 1 - Complex.I * p 2; p 1 + Complex.I * p 2, p 0 - p 3]
```

The slash matrix places the two blocks off the diagonal:

$$\not p=\begin{pmatrix}0&p_0-\mathbf p\cdot\sigma\\ p_0+\mathbf p\cdot\sigma&0\end{pmatrix}.$$

The components may be complex. Basis vectors give the individual gamma matrices with lower index, so vector vertices are covered as well as propagator numerators.

```lean
/-- The Dirac slash matrix of a four-vector in the chiral representation. -/
def slash (p : Fin 4 → ℂ) : Matrix (Fin 2 ⊕ Fin 2) (Fin 2 ⊕ Fin 2) ℂ :=
  fromBlocks 0 (weyl p) (weylBar p) 0
```

Chirality is diagonal in this representation, with the left-handed block first: $\gamma_5=\mathrm{diag}(-1,1)$ in $2\times2$ blocks.

```lean
/-- The chirality matrix in the chiral representation. -/
def gammaFive : Matrix (Fin 2 ⊕ Fin 2) (Fin 2 ⊕ Fin 2) ℂ := fromBlocks (-1) 0 0 1
```

Clearly $\gamma_5^2=1$, and the two diagonal blocks show that $\gamma_5$ is neither $1$ nor $-1$. Multiplication by $\gamma_5$ from the left changes the sign of the upper off-diagonal block, and from the right that of the lower one, so $\gamma_5\not p=-\not p\gamma_5$. Finally,

$$(p_0-\mathbf p\cdot\sigma)(p_0+\mathbf p\cdot\sigma)=p_0^2-p_1^2-p_2^2-p_3^2 ,$$

and the same holds in the other order, so $\not p^2$ is the Minkowski square with signature $(+,-,-,-)$. The steps `h1` and `h2` check the two products entry by entry, using $i^2=-1$ where it is needed.

```lean
/-- The Dirac matrices satisfy the assumptions: `gammaFive` squares to one, is not `1` or `-1`,
and anticommutes with every slash matrix, whose square is the Minkowski norm. -/
theorem dirac_witness :
    gammaFive * gammaFive = 1 ∧ gammaFive ≠ 1 ∧ gammaFive ≠ -1 ∧
    ∀ p : Fin 4 → ℂ, AntiCommutes gammaFive (slash p) ∧
      slash p * slash p = (p 0 ^ 2 - p 1 ^ 2 - p 2 ^ 2 - p 3 ^ 2) • 1 := by
  refine ⟨by simp [gammaFive, fromBlocks_multiply], fun h => ?_, fun h => ?_, fun p => ⟨?_, ?_⟩⟩
  · have e := congrFun (congrFun h (Sum.inl 0)) (Sum.inl 0)
    norm_num [gammaFive] at e
  · have e := congrFun (congrFun h (Sum.inr 0)) (Sum.inr 0)
    norm_num [gammaFive] at e
  · simp [AntiCommutes, gammaFive, slash, fromBlocks_multiply, fromBlocks_neg]
  · have h1 : weyl p * weylBar p = (p 0 ^ 2 - p 1 ^ 2 - p 2 ^ 2 - p 3 ^ 2) • 1 := by
      ext i j
      fin_cases i <;> fin_cases j <;>
        simp [weyl, weylBar, Matrix.mul_apply, Fin.sum_univ_succ]
      all_goals first | ring1 | linear_combination (p 2) ^ 2 * Complex.I_sq
    have h2 : weylBar p * weyl p = (p 0 ^ 2 - p 1 ^ 2 - p 2 ^ 2 - p 3 ^ 2) • 1 := by
      ext i j
      fin_cases i <;> fin_cases j <;>
        simp [weyl, weylBar, Matrix.mul_apply, Fin.sum_univ_succ]
      all_goals first | ring1 | linear_combination (p 2) ^ 2 * Complex.I_sq
    rw [slash, fromBlocks_multiply, h1, h2, ← fromBlocks_one, fromBlocks_smul]
    simp

end

end MasslessSelfEnergy
```

```lean
#print axioms MasslessSelfEnergy.massless_selfEnergy_no_mass
#print axioms MasslessSelfEnergy.massive_flip
```

```
'MasslessSelfEnergy.massless_selfEnergy_no_mass' depends on axioms: [propext, Classical.choice, Quot.sound]
'MasslessSelfEnergy.massive_flip' depends on axioms: [propext, Classical.choice, Quot.sound]
```
